# Two Zeeman levels mixed by spin–rotation coupling have a single, nonzero closest approach

If the levels of a rotating molecule with one unpaired electron are followed in a magnetic field by their spin direction alone, some of them appear to cross. Spin–rotation coupling can mix the two states involved, and the crossing is then avoided. A diagram that lets the levels cross gives the wrong energies near that field and joins the wrong states on either side of it. For one pair of coupled states, the separation at every field and the position of its minimum follow from a 2×2 matrix.

In Lean 4 with Mathlib:

```lean
import Mathlib

open Matrix

namespace SpinRotationZeeman

noncomputable section
```

## Spin one-half coupled to rotation

Take a linear molecule in a $^2\Sigma$ state at a fixed rotational quantum number $N$, with projection $m$ along the field and $\hbar=1$. The Hamiltonian is
$$H=\gamma\,\mathbf N\cdot\mathbf S+b\,S_z,\qquad \mathbf N\cdot\mathbf S=N_zS_z+\tfrac12(N_+S_-+N_-S_+).$$
Here $b$ is the Zeeman splitting between the two spin directions, a real number whose sign follows the field direction. The constant $\gamma$ is an effective one: it stands for the direct magnetic interaction of the spin with the rotating charges and for a second-order contribution from spin–orbit coupling. The rotational energy is the same for all states of fixed $N$ and is left out. The model also omits hyperfine structure, the rotational Zeeman effect and mixing between different $N$.

A state is a pair of real amplitude functions of $m$, one for each spin direction. On amplitudes, the raising operator reads
$$(N_+f)(m)=\sqrt{N(N+1)-m(m-1)}\,f(m-1).$$

```lean
/-- The raising operator of the rotational angular momentum `N`, acting on amplitudes
indexed by the projection `m`, for `|m| ≤ N`. -/
def raiseN (N : ℕ) (f : ℤ → ℝ) : ℤ → ℝ :=
  fun m => √((N : ℝ) * (N + 1) - (m : ℝ) * ((m : ℝ) - 1)) * f (m - 1)
```

The lowering operator takes its amplitude from the other neighbour:
$$(N_-f)(m)=\sqrt{N(N+1)-m(m+1)}\,f(m+1).$$

```lean
/-- The lowering operator of the rotational angular momentum `N`, acting on amplitudes
indexed by the projection `m`, for `|m| ≤ N`. -/
def lowerN (N : ℕ) (f : ℤ → ℝ) : ℤ → ℝ :=
  fun m => √((N : ℝ) * (N + 1) - (m : ℝ) * ((m : ℝ) + 1)) * f (m + 1)
```

Since $S_z=\pm\frac12$, the two components of $H\psi$ are
$$\tfrac{\gamma}{2}\left(m\psi_\uparrow+N_-\psi_\downarrow\right)+\tfrac b2\psi_\uparrow,\qquad \tfrac{\gamma}{2}\left(N_+\psi_\uparrow-m\psi_\downarrow\right)-\tfrac b2\psi_\downarrow .$$
In the code, `ψ.1` is the spin-up function and `ψ.2` the spin-down function.

```lean
/-- The Hamiltonian `γ N·S + b S_z` for spin one-half. The two components of `ψ` are the
spin-up and spin-down amplitudes. -/
def hamiltonian (γ b : ℝ) (N : ℕ) (ψ : (ℤ → ℝ) × (ℤ → ℝ)) : (ℤ → ℝ) × (ℤ → ℝ) :=
  (fun m => γ * ((m : ℝ) * ψ.1 m + lowerN N ψ.2 m) / 2 + b * ψ.1 m / 2,
   fun m => γ * (raiseN N ψ.1 m - (m : ℝ) * ψ.2 m) / 2 - b * ψ.2 m / 2)
```

## The invariant pair and its matrix

$H$ conserves the total projection $M=m+\frac12$, which $|m,\uparrow\rangle$ and $|m+1,\downarrow\rangle$ share. Both states exist for $-N\le m<N$, hence only when $N\ge1$. Their superpositions are $v_0|m,\uparrow\rangle+v_1|m+1,\downarrow\rangle$.

```lean
/-- The superposition `v 0 |m, ↑⟩ + v 1 |m+1, ↓⟩`, for `-N ≤ m < N`. -/
def pairState (m : ℤ) (v : Fin 2 → ℝ) : (ℤ → ℝ) × (ℤ → ℝ) :=
  (fun j => if j = m then v 0 else 0, fun j => if j = m + 1 then v 1 else 0)
```

With $k=N+\frac12$, the matrix on the coefficients $(v_0,v_1)$ is
$$\frac12\begin{pmatrix}\gamma(M-\frac12)+b&\gamma\sqrt{k^2-M^2}\\ \gamma\sqrt{k^2-M^2}&-\gamma(M+\frac12)-b\end{pmatrix}.$$
The definition accepts any real $k$ and $M$; the physical values are half-integers.

```lean
/-- The spin-rotation and Zeeman matrix at total projection `M`, for `|M| ≤ k`. -/
def block (γ b k M : ℝ) : Matrix (Fin 2) (Fin 2) ℝ :=
  !![(γ * (M - 1 / 2) + b) / 2, γ * √(k ^ 2 - M ^ 2) / 2;
     γ * √(k ^ 2 - M ^ 2) / 2, (-γ * (M + 1 / 2) - b) / 2]
```

An energy level is a number $E$ for which this matrix has a nonzero real eigenvector. As the matrix is real and symmetric, real vectors are enough.

```lean
/-- `E` is an energy level of the block: an eigenvalue with a nonzero eigenvector. -/
def IsLevel (γ b k M E : ℝ) : Prop :=
  ∃ v : Fin 2 → ℝ, v ≠ 0 ∧ block γ b k M *ᵥ v = E • v
```

The candidate for the level separation is $\sqrt{b^2+2\gamma bM+\gamma^2k^2}$. At this point it is only a named expression.

```lean
/-- The expression `√(b² + 2γbM + γ²k²)`, for `|M| ≤ k`. -/
def gap (γ b k M : ℝ) : ℝ := √(b ^ 2 + 2 * γ * b * M + γ ^ 2 * k ^ 2)
```

The matrix follows from $H$. The diagonal entries come from $m=M-\frac12$ and $m+1=M+\frac12$. Both ladder coefficients are the same square root, because
$$N(N+1)-m(m+1)=(N+\tfrac12)^2-(m+\tfrac12)^2 .$$
In the proof, `e1` and `e2` are this identity for lowering and raising. The two components are then compared at each projection `j`: at the occupied one the matrix entries appear, and elsewhere both sides vanish. An eigenvector of the matrix therefore gives an eigenstate of $H$.

```lean
/-- The Hamiltonian maps superpositions of `|m, ↑⟩` and `|m+1, ↓⟩` to such superpositions,
and acts on their coefficients as the block with `k = N + 1/2` and `M = m + 1/2`. -/
theorem hamiltonian_pairState (γ b : ℝ) (N : ℕ) (m : ℤ) (v : Fin 2 → ℝ) :
    hamiltonian γ b N (pairState m v) =
      pairState m (block γ b ((N : ℝ) + 1 / 2) ((m : ℝ) + 1 / 2) *ᵥ v) := by
  -- both ladder coefficients equal the off-diagonal square root
  have e1 : √((N : ℝ) * (N + 1) - (m : ℝ) * ((m : ℝ) + 1)) =
      √(((N : ℝ) + 1 / 2) ^ 2 - ((m : ℝ) + 1 / 2) ^ 2) := by
    congr 1
    ring
  have e2 : √((N : ℝ) * (N + 1) - ((m + 1 : ℤ) : ℝ) * (((m + 1 : ℤ) : ℝ) - 1)) =
      √(((N : ℝ) + 1 / 2) ^ 2 - ((m : ℝ) + 1 / 2) ^ 2) := by
    congr 1
    push_cast
    ring
  apply Prod.ext
  · funext j
    by_cases h : j = m
    · simp only [hamiltonian, pairState, lowerN, h, if_true, e1, block, Matrix.mulVec,
        dotProduct, Fin.sum_univ_two, Matrix.of_apply, Matrix.cons_val_zero,
        Matrix.cons_val_one]
      ring
    · have h' : ¬ (j + 1 = m + 1) := by omega
      simp only [hamiltonian, pairState, lowerN, if_neg h, if_neg h']
      ring
  · funext j
    by_cases h : j = m + 1
    · simp only [hamiltonian, pairState, raiseN, h, add_sub_cancel_right, if_true, e2,
        block, Matrix.mulVec, dotProduct, Fin.sum_univ_two, Matrix.of_apply,
        Matrix.cons_val_zero, Matrix.cons_val_one]
      push_cast
      ring
    · have h' : ¬ (j - 1 = m) := by omega
      simp only [hamiltonian, pairState, raiseN, if_neg h, if_neg h']
      ring
```

## Levels and their separation

Completing the square gives
$$b^2+2\gamma bM+\gamma^2k^2=(b+\gamma M)^2+\gamma^2(k^2-M^2).$$
The first term is the squared difference of the diagonal entries, and the second is the square of twice the off-diagonal entry. For $|M|\le k$ both are nonnegative, so squaring `gap` returns this sum.

```lean
/-- For `|M| ≤ k` the square of the gap is the squared detuning `(b + γM)²` plus `γ²(k² - M²)`, the
square of twice the off-diagonal entry of the block. -/
theorem gap_sq {k M : ℝ} (hM : |M| ≤ k) (γ b : ℝ) :
    gap γ b k M ^ 2 = (b + γ * M) ^ 2 + γ ^ 2 * (k ^ 2 - M ^ 2) := by
  obtain ⟨h1, h2⟩ := abs_le.mp hM
  have hk : 0 ≤ k ^ 2 - M ^ 2 := by
    nlinarith [mul_nonneg (sub_nonneg.2 h2) (by linarith : 0 ≤ k + M)]
  have e : b ^ 2 + 2 * γ * b * M + γ ^ 2 * k ^ 2 =
      (b + γ * M) ^ 2 + γ ^ 2 * (k ^ 2 - M ^ 2) := by ring
  rw [gap, e]
  exact Real.sq_sqrt (add_nonneg (sq_nonneg _) (mul_nonneg (sq_nonneg _) hk))
```

The diagonal entries are $-\frac\gamma4\pm\frac12(b+\gamma M)$, so the characteristic determinant is
$$\left(E+\tfrac\gamma4\right)^2-\tfrac14(b+\gamma M)^2-\tfrac14\gamma^2(k^2-M^2)=\left(E+\tfrac\gamma4\right)^2-\tfrac14\,\mathrm{gap}^2 .$$
It vanishes exactly at $E=-\frac\gamma4\pm\frac12\mathrm{gap}$. In the proof, `key` replaces the eigenvector condition by a zero determinant, and `hd` is the factorisation into these two roots.

```lean
/-- For `|M| ≤ k` the energy levels of the block are exactly `-γ/4 ± gap/2`. -/
theorem isLevel_iff {k M : ℝ} (hM : |M| ≤ k) (γ b E : ℝ) :
    IsLevel γ b k M E ↔
      E = -γ / 4 - gap γ b k M / 2 ∨ E = -γ / 4 + gap γ b k M / 2 := by
  obtain ⟨h1, h2⟩ := abs_le.mp hM
  have hs : √(k ^ 2 - M ^ 2) ^ 2 = k ^ 2 - M ^ 2 := Real.sq_sqrt (by
    nlinarith [mul_nonneg (sub_nonneg.2 h2) (by linarith : 0 ≤ k + M)])
  have hg := gap_sq hM γ b
  -- a level is a zero of the characteristic determinant
  have key : IsLevel γ b k M E ↔
      (block γ b k M - E • (1 : Matrix (Fin 2) (Fin 2) ℝ)).det = 0 := by
    rw [← Matrix.exists_mulVec_eq_zero_iff]
    simp only [IsLevel, Matrix.sub_mulVec, Matrix.smul_mulVec, Matrix.one_mulVec,
      sub_eq_zero]
  have hm : block γ b k M - E • (1 : Matrix (Fin 2) (Fin 2) ℝ) =
      !![(γ * (M - 1 / 2) + b) / 2 - E, γ * √(k ^ 2 - M ^ 2) / 2;
         γ * √(k ^ 2 - M ^ 2) / 2, (-γ * (M + 1 / 2) - b) / 2 - E] := by
    ext i j
    fin_cases i <;> fin_cases j <;> simp [block]
  have hd : (block γ b k M - E • (1 : Matrix (Fin 2) (Fin 2) ℝ)).det =
      (E - (-γ / 4 - gap γ b k M / 2)) * (E - (-γ / 4 + gap γ b k M / 2)) := by
    rw [hm, Matrix.det_fin_two_of]
    linear_combination (-γ ^ 2 / 4) * hs + (1 / 4) * hg
  rw [key, hd, mul_eq_zero, sub_eq_zero, sub_eq_zero]
```

## The closest approach

Let $\gamma\ne0$ and $|M|<k$. Then $\gamma^2(k^2-M^2)>0$, and the gap is positive at every $b$. Only $(b+\gamma M)^2$ depends on the field. It is zero at $b=-\gamma M$ and positive elsewhere, so the smallest gap is $|\gamma|\sqrt{k^2-M^2}$, reached at that field only.

The theorem has three parts. At every real `b` there are levels `E₁ < E₂` and no others, with the stated difference. The gap at `-γ * M` is positive. At any other `b` it is strictly larger. The proof takes the levels from `isLevel_iff`, positivity from `hpos`, and the strict comparison from the monotonicity of the square root.

The condition $|M|\le k$ would not be enough. For $\gamma=1$, $M=k=\frac12$ and $b=-\frac12$ the coupling is zero and both diagonal entries equal $-\frac14$, so the two levels coincide. This is a counter-example for the matrix only: at $|M|=k$ one of the two basis states does not exist in the molecule, so there is no physical pair of levels to cross.

For a molecule in a $^2\Sigma$ state, within this model of a single isolated $N$, the theorem locates the avoided crossing in the Zeeman spectrum and gives its width.

```lean
/-- Avoided crossing: for `γ ≠ 0` and `|M| < k` there are, at every Zeeman splitting `b`, exactly
two distinct levels, separated by `√(b² + 2γbM + γ²k²)`. This separation is positive at `b = -γM`
and strictly larger at every other `b`. -/
theorem avoided_crossing {γ k M : ℝ} (hγ : γ ≠ 0) (hM : |M| < k) :
    (∀ b, ∃ E₁ E₂, E₁ < E₂ ∧ (∀ E, IsLevel γ b k M E ↔ E = E₁ ∨ E = E₂) ∧
      E₂ - E₁ = √(b ^ 2 + 2 * γ * b * M + γ ^ 2 * k ^ 2)) ∧
    0 < gap γ (-γ * M) k M ∧
    ∀ b, b ≠ -γ * M → gap γ (-γ * M) k M < gap γ b k M := by
  obtain ⟨h1, h2⟩ := abs_lt.mp hM
  have hk : 0 < k ^ 2 - M ^ 2 := by
    nlinarith [mul_pos (sub_pos.2 h2) (by linarith : 0 < k + M)]
  have hc : 0 < γ ^ 2 * (k ^ 2 - M ^ 2) := mul_pos (by positivity) hk
  -- the coupling keeps the levels apart at every field
  have hpos : ∀ b, 0 < gap γ b k M := fun b =>
    Real.sqrt_pos.2 (by nlinarith [sq_nonneg (b + γ * M)])
  refine ⟨fun b => ⟨-γ / 4 - gap γ b k M / 2, -γ / 4 + gap γ b k M / 2, ?_,
    isLevel_iff hM.le γ b, ?_⟩, hpos _, fun b hb => ?_⟩
  · linarith [hpos b]
  · change _ = gap γ b k M
    ring
  · -- away from the crossing the detuning adds a positive square
    have hne : b + γ * M ≠ 0 := fun h => hb (by linear_combination h)
    have hsq : 0 < (b + γ * M) ^ 2 := by positivity
    apply Real.sqrt_lt_sqrt <;> nlinarith
```

## Equal mixing at the avoided crossing

At $b=-\gamma M$ both diagonal entries are $-\frac\gamma4$. The normalised vectors $(1,\pm1)/\sqrt2$ are then eigenvectors with energies $-\frac\gamma4\pm\frac\gamma2\sqrt{k^2-M^2}$, so each spin direction has probability one half. The code uses the unnormalised vectors `![1, 1]` and `![1, -1]` and multiplies out each component. When the coupling is nonzero, the sum is the upper state for $\gamma>0$ and the lower one for $\gamma<0$.

```lean
/-- At `b = -γM` the equal-weight sum and difference of the two basis states are eigenvectors,
with energies `-γ/4 ± γ√(k² - M²)/2`, for `|M| ≤ k`. -/
theorem equal_mixing (γ k M : ℝ) :
    block γ (-γ * M) k M *ᵥ ![1, 1] =
      (-γ / 4 + γ * √(k ^ 2 - M ^ 2) / 2) • ![1, 1] ∧
    block γ (-γ * M) k M *ᵥ ![1, -1] =
      (-γ / 4 - γ * √(k ^ 2 - M ^ 2) / 2) • ![1, -1] := by
  constructor <;> ext i <;> fin_cases i <;>
    simp [block, Matrix.mulVec, dotProduct, Fin.sum_univ_two] <;> ring
```

## The doublet at zero field

At $b=0$ the gap is $|\gamma|(N+\frac12)$, and the levels are
$$\frac{\gamma N}{2},\qquad -\frac{\gamma(N+1)}{2},$$
independent of $M$. For $N\ge1$ these are the spin–rotation energies for total angular momentum $N+\frac12$ and $N-\frac12$. The proof treats the two signs of $\gamma$ separately to resolve $|\gamma|$. The theorem also admits $|M|=k$, where one of the two basis states lies outside the rotational multiplet and only $\gamma N/2$ is a physical level.

```lean
/-- Without a field, the levels of the block with `k = N + 1/2` and `|M| ≤ k` are exactly `γN/2` and
`-γ(N+1)/2`. For `N ≥ 1` these are the energies of the spin-rotation doublet. -/
theorem zero_field_doublet (γ : ℝ) (N : ℕ) {M : ℝ} (hM : |M| ≤ (N : ℝ) + 1 / 2) (E : ℝ) :
    IsLevel γ 0 ((N : ℝ) + 1 / 2) M E ↔
      E = γ * N / 2 ∨ E = -γ * (N + 1) / 2 := by
  have hN : (0 : ℝ) ≤ (N : ℝ) + 1 / 2 := by positivity
  rw [isLevel_iff hM]
  -- the sign of γ decides which member of the doublet lies higher
  rcases le_total 0 γ with h | h
  · have hg : gap γ 0 ((N : ℝ) + 1 / 2) M = γ * ((N : ℝ) + 1 / 2) := by
      rw [gap, show (0 : ℝ) ^ 2 + 2 * γ * 0 * M + γ ^ 2 * ((N : ℝ) + 1 / 2) ^ 2 =
        (γ * ((N : ℝ) + 1 / 2)) ^ 2 by ring]
      exact Real.sqrt_sq (mul_nonneg h hN)
    rw [hg, or_comm]
    ring_nf
  · have hg : gap γ 0 ((N : ℝ) + 1 / 2) M = -γ * ((N : ℝ) + 1 / 2) := by
      rw [gap, show (0 : ℝ) ^ 2 + 2 * γ * 0 * M + γ ^ 2 * ((N : ℝ) + 1 / 2) ^ 2 =
        (-γ * ((N : ℝ) + 1 / 2)) ^ 2 by ring]
      exact Real.sqrt_sq (mul_nonneg (neg_nonneg.2 h) hN)
    rw [hg]
    ring_nf

end

end SpinRotationZeeman
```

```lean
#print axioms SpinRotationZeeman.hamiltonian_pairState
#print axioms SpinRotationZeeman.avoided_crossing
#print axioms SpinRotationZeeman.equal_mixing
#print axioms SpinRotationZeeman.zero_field_doublet
```

```
'SpinRotationZeeman.hamiltonian_pairState' depends on axioms: [propext, Classical.choice, Quot.sound]
'SpinRotationZeeman.avoided_crossing' depends on axioms: [propext, Classical.choice, Quot.sound]
'SpinRotationZeeman.equal_mixing' depends on axioms: [propext, Classical.choice, Quot.sound]
'SpinRotationZeeman.zero_field_doublet' depends on axioms: [propext, Classical.choice, Quot.sound]
```
